# Shortest paths give the largest pseudometric below a matrix of upper distance bounds

Let w(i,j) be upper bounds on the distances within a finite set of atoms, with w symmetric, nonnegative and zero on the diagonal. Let d(i,j) be the least total weight of a path from i to j. Then d is a pseudometric, d ≤ w, and every pseudometric e ≤ w satisfies e ≤ d.

In distance geometry, this tightens the upper bounds before coordinates are generated; lower bounds, such as those from steric contact, and chirality are not part of the model.

## Bounds, pseudometrics and paths

The atoms are the elements of a type `α`, and w is a real function of two atoms.

In Lean 4 with Mathlib:

```lean
import Mathlib

namespace TriangleBoundSmoothing

noncomputable section

variable {α : Type*}
```

The three conditions on w are the fields of `IsBoundMatrix`. Every pair has a finite bound.

```lean
/-- A matrix of upper distance bounds: nonnegative, symmetric, and zero on the diagonal. -/
structure IsBoundMatrix (w : α → α → ℝ) : Prop where
  nonneg : ∀ i j, 0 ≤ w i j
  symm : ∀ i j, w i j = w j i
  diag : ∀ i, w i i = 0
```

A pseudometric also obeys

d(i,j) ≤ d(i,k) + d(k,j).

Distinct atoms may be at distance zero.

```lean
/-- A pseudometric: a bound matrix that obeys the triangle inequality. -/
structure IsPseudometric (d : α → α → ℝ) : Prop extends IsBoundMatrix d where
  triangle : ∀ i k j, d i j ≤ d i k + d k j
```

A path from i to j is given by its list l = [k₁, …, kₙ] of intermediate atoms, which may be empty. Its weight is

L(i,l,j) = w(i,k₁) + w(k₁,k₂) + … + w(kₙ,j),

with L(i,[],j) = w(i,j). The code defines it by splitting off the first step.

```lean
/-- The total weight of the path from `i` to `j` through the listed intermediate atoms. -/
def pathLength (w : α → α → ℝ) : α → List α → α → ℝ
  | i, [], j => w i j
  | i, k :: l, j => w i k + pathLength w k l j
```

The smoothed bound is defined as an infimum over all lists,

d(i,j) = inf over l of L(i,l,j),

and is shown below to be a minimum.

```lean
/-- The smoothed upper bound: the infimum of the path weights from `i` to `j`. -/
def smoothed (w : α → α → ℝ) (i j : α) : ℝ :=
  ⨅ l : List α, pathLength w i l j
```

Allowing the value ∞ for w would let a pair carry no bound at all. Then d would be infinite between atoms not linked by any chain of finite bounds, and the result would be an extended pseudometric.

## Adding, reversing and comparing paths

A sum of nonnegative terms is nonnegative, so L(i,l,j) ≥ 0.

```lean
/-- Path weights are nonnegative. -/
theorem pathLength_nonneg {w : α → α → ℝ} (hw : IsBoundMatrix w) (i : α) (l : List α) (j : α) :
    0 ≤ pathLength w i l j := by
  induction l generalizing i with
  | nil => exact hw.nonneg i j
  | cons k t ih => exact add_nonneg (hw.nonneg i k) (ih k)
```

Cutting the sum at an intermediate atom k gives

L(i, a k b, j) = L(i,a,k) + L(k,b,j),

where a and b are the lists before and after k. The proof is by induction on a.

```lean
/-- The weight of a path through atom `k` is the sum of the weights of its two parts. -/
theorem pathLength_append (w : α → α → ℝ) (i : α) (a : List α) (k : α) (b : List α) (j : α) :
    pathLength w i (a ++ k :: b) j = pathLength w i a k + pathLength w k b j := by
  induction a generalizing i with
  | nil => rfl
  | cons m a ih => simp only [List.cons_append, pathLength, ih, add_assoc]
```

Since w(i,j) = w(j,i), reading the sum backwards leaves it unchanged. The induction moves the first atom of the list to the end and applies the previous identity.

```lean
/-- A path traversed backwards has the same weight. -/
theorem pathLength_reverse {w : α → α → ℝ} (hw : IsBoundMatrix w) (i : α) (l : List α) (j : α) :
    pathLength w i l.reverse j = pathLength w j l i := by
  induction l generalizing j with
  | nil => exact hw.symm i j
  | cons k t ih =>
    rw [List.reverse_cons, pathLength_append, ih k]
    change pathLength w k t i + w k j = w j k + pathLength w k t i
    linarith [hw.symm k j]
```

Because zero bounds all path weights from below, their infimum lies below each of them: d(i,j) ≤ L(i,l,j).

```lean
/-- The smoothed bound does not exceed the weight of any path. -/
theorem smoothed_le {w : α → α → ℝ} (hw : IsBoundMatrix w) (i : α) (l : List α) (j : α) :
    smoothed w i j ≤ pathLength w i l j := by
  refine ciInf_le (f := fun l => pathLength w i l j) ⟨0, ?_⟩ l
  rintro _ ⟨m, rfl⟩
  exact pathLength_nonneg hw i m j
```

## A shortest path exists

Suppose that an intermediate atom k occurs twice. The part between the two visits is a loop, and

L(k, a k b, j) = L(k,a,k) + L(k,b,j) ≥ L(k,b,j),

so removing it does not increase the weight. Repeating this (`cut`, by induction on the list) leaves a path without repeated intermediate atoms. Such a list is no longer than the number of atoms, so there are finitely many, and one has least weight. That weight is the infimum.

Nonnegativity is essential here. For two atoms with w(1,2) = w(2,1) = −1 and zero diagonal, going back and forth lowers the weight without limit, and no shortest path exists.

```lean
/-- On a finite set of atoms the smoothed bound is the weight of an actual path,
which repeats no intermediate atom and is at most as heavy as any other path. -/
theorem exists_shortest_path [Finite α] {w : α → α → ℝ} (hw : IsBoundMatrix w) (i j : α) :
    ∃ l : List α, l.Nodup ∧ smoothed w i j = pathLength w i l j ∧
      ∀ m, pathLength w i l j ≤ pathLength w i m j := by
  -- cutting out loops never increases the weight
  have cut : ∀ (m : List α) (i : α),
      ∃ l : List α, l.Nodup ∧ pathLength w i l j ≤ pathLength w i m j := by
    intro m
    induction m with
    | nil => exact fun i => ⟨[], List.nodup_nil, le_rfl⟩
    | cons k t ih =>
      intro i
      obtain ⟨l, hl, hle⟩ := ih k
      by_cases hk : k ∈ l
      · obtain ⟨a, b, rfl⟩ := List.append_of_mem hk
        refine ⟨k :: b, (List.nodup_append.1 hl).2.1, ?_⟩
        rw [pathLength_append] at hle
        have h0 := pathLength_nonneg hw k a k
        simp only [pathLength]
        linarith
      · refine ⟨k :: l, List.nodup_cons.2 ⟨hk, hl⟩, ?_⟩
        simp only [pathLength]
        linarith
  -- only finitely many loop-free paths remain
  have hfin : {l : List α | l.Nodup}.Finite := by
    have := Fintype.ofFinite α
    exact (List.finite_length_le α (Fintype.card α)).subset
      (fun l hl => List.Nodup.length_le_card hl)
  obtain ⟨l, hl, hmin⟩ := Set.exists_min_image {l : List α | l.Nodup}
    (fun l => pathLength w i l j) hfin ⟨[], List.nodup_nil⟩
  have hall : ∀ m, pathLength w i l j ≤ pathLength w i m j := by
    intro m
    obtain ⟨m', hm', hle⟩ := cut m i
    exact (hmin m' hm').trans hle
  exact ⟨l, hl, le_antisymm (smoothed_le hw i l j) (le_ciInf hall), hall⟩
```

## The smoothed bounds are the largest pseudometric below w

The direct path gives d(i,j) ≤ w(i,j). Hence 0 ≤ d(i,i) ≤ w(i,i) = 0, and reversal gives d(i,j) = d(j,i). If a and b are shortest paths from i to k and from k to j, then

d(i,j) ≤ L(i, a k b, j) = L(i,a,k) + L(k,b,j) = d(i,k) + d(k,j).

For a pseudometric e ≤ w, repeated use of the triangle inequality along any path gives

e(i,j) ≤ e(i,k₁) + … + e(kₙ,j) ≤ L(i,l,j),

and taking the infimum gives e(i,j) ≤ d(i,j).

```lean
/-- Triangle bound smoothing: the smoothed bounds form a pseudometric, do not exceed the
original bounds, and dominate every pseudometric that obeys the original bounds. -/
theorem triangle_bound_smoothing [Finite α] {w : α → α → ℝ} (hw : IsBoundMatrix w) :
    IsPseudometric (smoothed w) ∧ (∀ i j, smoothed w i j ≤ w i j) ∧
      ∀ e : α → α → ℝ, IsPseudometric e → (∀ i j, e i j ≤ w i j) →
        ∀ i j, e i j ≤ smoothed w i j := by
  have hle : ∀ i j, smoothed w i j ≤ w i j := fun i j => smoothed_le hw i [] j
  have hnn : ∀ i j, 0 ≤ smoothed w i j :=
    fun i j => le_ciInf fun l => pathLength_nonneg hw i l j
  have hrev : ∀ i j, smoothed w i j ≤ smoothed w j i := fun i j =>
    le_ciInf fun l => (smoothed_le hw i l.reverse j).trans_eq (pathLength_reverse hw i l j)
  refine ⟨⟨⟨hnn, fun i j => le_antisymm (hrev i j) (hrev j i), fun i =>
    le_antisymm ((hle i i).trans_eq (hw.diag i)) (hnn i i)⟩, ?_⟩, hle, ?_⟩
  · -- join two shortest paths at the atom `k`
    intro i k j
    obtain ⟨a, -, ha, -⟩ := exists_shortest_path hw i k
    obtain ⟨b, -, hb, -⟩ := exists_shortest_path hw k j
    rw [ha, hb, ← pathLength_append]
    exact smoothed_le hw i (a ++ k :: b) j
  · -- iterate the triangle inequality along a path
    intro e he hew i j
    refine le_ciInf fun l => ?_
    induction l generalizing i with
    | nil => exact hew i j
    | cons k t ih => exact (he.triangle i k j).trans (add_le_add (hew i k) (ih k))
```

If w is already a pseudometric, taking e = w gives w ≤ d ≤ w. Conversely, if d = w, then w is a pseudometric because d is.

```lean
/-- Smoothing leaves the bounds unchanged exactly when they already form a pseudometric. -/
theorem smoothed_eq_self_iff [Finite α] {w : α → α → ℝ} (hw : IsBoundMatrix w) :
    smoothed w = w ↔ IsPseudometric w := by
  obtain ⟨hd, hle, hmax⟩ := triangle_bound_smoothing hw
  constructor
  · intro h
    rwa [h] at hd
  · intro h
    funext i j
    exact le_antisymm (hle i j) (hmax w h (fun _ _ => le_rfl) i j)
```

## The largest distance in three-dimensional space

Distances between placed atoms form a pseudometric, so any placement that obeys w also obeys d.

```lean
/-- The distances between atoms placed in a metric space form a pseudometric. -/
theorem isPseudometric_dist {E : Type*} [PseudoMetricSpace E] (x : α → E) :
    IsPseudometric (fun k l => dist (x k) (x l)) :=
  ⟨⟨fun _ _ => dist_nonneg, fun _ _ => dist_comm _ _, fun _ => dist_self _⟩,
    fun _ _ _ => dist_triangle _ _ _⟩
```

The bound d(i,j) is attained. Fix i, choose a unit vector u, and put each atom k at x(k) = d(i,k) u. Then, for any two atoms k and l (here l is an atom, not a list),

|x(k) − x(l)| = |d(i,k) − d(i,l)| ≤ d(k,l) ≤ w(k,l),

|x(i) − x(j)| = d(i,j).

`IsGreatest` states both halves: d(i,j) occurs as a distance, and no allowed placement exceeds it. Atoms may coincide in these placements.

```lean
/-- The smoothed bound is the largest distance between atoms `i` and `j` among all
placements in three-dimensional space that obey the original upper bounds. -/
theorem smoothed_isGreatest_distance [Finite α] {w : α → α → ℝ} (hw : IsBoundMatrix w)
    (i j : α) :
    IsGreatest {r : ℝ | ∃ x : α → EuclideanSpace ℝ (Fin 3),
      (∀ k l, dist (x k) (x l) ≤ w k l) ∧ r = dist (x i) (x j)} (smoothed w i j) := by
  obtain ⟨hd, hle, hmax⟩ := triangle_bound_smoothing hw
  constructor
  · -- put atom `k` on a line, at coordinate `smoothed w i k`
    obtain ⟨u, hu⟩ : ∃ u : EuclideanSpace ℝ (Fin 3), ‖u‖ = 1 :=
      ⟨EuclideanSpace.single 0 1, by simp⟩
    have hdist : ∀ a b : ℝ, dist (a • u) (b • u) = |a - b| := by
      intro a b
      rw [dist_eq_norm, ← sub_smul, norm_smul, hu, mul_one, Real.norm_eq_abs]
    refine ⟨fun k => smoothed w i k • u, fun k l => ?_, ?_⟩
    · rw [hdist]
      refine le_trans (abs_le.2 ⟨?_, ?_⟩) (hle k l)
      · linarith [hd.triangle i k l]
      · linarith [hd.triangle i l k, hd.symm k l]
    · rw [hdist, hd.diag i, zero_sub, abs_neg, abs_of_nonneg (hd.nonneg i j)]
  · rintro r ⟨x, hx, rfl⟩
    exact hmax _ (isPseudometric_dist x) hx i j
```

## A triatomic chain

Number the atoms 0, 1, 2, with bound 1 for each bond and 5 for the two ends.

```lean
/-- Upper bounds for a triatomic chain: 1 for each bond and 5 for the two end atoms. -/
def looseChain (i j : Fin 3) : ℝ :=
  !![0, 1, 5; 1, 0, 1; 5, 1, 0] i j
```

The path through atom 1 gives d(0,2) ≤ 1 + 1 = 2. The stretched chain at coordinates 0, 1, 2 obeys all the bounds and has end-to-end distance 2, so maximality gives d(0,2) ≥ 2.

```lean
/-- The triatomic chain bounds form a bound matrix, and smoothing lowers the end-to-end
bound from 5 to 2. -/
theorem looseChain_witness :
    IsBoundMatrix looseChain ∧ looseChain 0 2 = 5 ∧ smoothed looseChain 0 2 = 2 := by
  have hw : IsBoundMatrix looseChain := by
    refine ⟨fun i j => ?_, fun i j => ?_, fun i => ?_⟩
    · fin_cases i <;> fin_cases j <;> norm_num [looseChain]
    · fin_cases i <;> fin_cases j <;> norm_num [looseChain]
    · fin_cases i <;> norm_num [looseChain]
  have last : ∀ a b c : ℝ, (![a, b, c] : Fin 3 → ℝ) 2 = c := fun _ _ _ => rfl
  refine ⟨hw, last 0 1 5, le_antisymm ?_ ?_⟩
  · -- the path through the middle atom
    have h01 : looseChain 0 1 = 1 := by norm_num [looseChain]
    have h12 : looseChain 1 2 = 1 := last 1 0 1
    have h : pathLength looseChain 0 [1] 2 = 2 := by
      change looseChain 0 1 + looseChain 1 2 = 2
      rw [h01, h12]
      norm_num
    exact (smoothed_le hw 0 [1] 2).trans_eq h
  · -- the stretched chain obeys all bounds
    let p : Fin 3 → ℝ := ![0, 1, 2]
    have hp : ∀ k l, dist (p k) (p l) ≤ looseChain k l := by
      intro k l
      fin_cases k <;> fin_cases l <;> norm_num [p, looseChain, Real.dist_eq]
    have hp0 : p 0 = 0 := by norm_num [p]
    have hp2 : p 2 = 2 := last 0 1 2
    have h2 : dist (p 0) (p 2) = 2 := by
      rw [Real.dist_eq, hp0, hp2]
      norm_num
    exact h2.symm.le.trans
      ((triangle_bound_smoothing hw).2.2 _ (isPseudometric_dist p) hp 0 2)

end

end TriangleBoundSmoothing
```

```lean
#print axioms TriangleBoundSmoothing.smoothed_eq_self_iff
-- 'TriangleBoundSmoothing.smoothed_eq_self_iff' depends on axioms: [propext, Classical.choice, Quot.sound]
#print axioms TriangleBoundSmoothing.smoothed_isGreatest_distance
-- 'TriangleBoundSmoothing.smoothed_isGreatest_distance' depends on axioms: [propext, Classical.choice, Quot.sound]
```
